# An antiferromagnetic pair of equivalent spins 1/2 with singlet–triplet gap Δ has its largest paramagnetic shift at kT between 3Δ/5 and 2Δ/3

The NMR shift of a nucleus near one of two equivalent, exchange-coupled spin-1/2 metal ions has a contact part, which follows the electron spin polarisation at that ion. Cooling makes the spins easier to polarise, but with antiferromagnetic coupling it also fills the singlet, which has no polarisation. At which temperature is the contact shift largest?

## The average and its maximum

Let $H=\Delta\,\mathbf S_1\cdot\mathbf S_2$, with spins in units of $\hbar$, so that the triplet lies $\Delta$ above the singlet. Put $\tau=kT>0$ and $\beta=1/\tau$. A weak field along $z$ couples to $S_{1z}+S_{2z}$ when both ions have the same isotropic $g$ factor. This operator commutes with $H$, so to first order the polarisation at site 1 is proportional to $\langle S_{1z}(S_{1z}+S_{2z})\rangle/\tau$. With a constant hyperfine coupling, so is the contact shift. Let $\sigma$ be this shift without its constant factor, which may have either sign, so that the largest $\sigma$ means the largest shift in magnitude. Then

$$\langle S_{1z}(S_{1z}+S_{2z})\rangle=\frac{1}{3+e^{\beta\Delta}},\qquad \sigma(\tau)=\frac{1}{\tau\,(3+e^{\Delta/\tau})}.$$

For $\Delta>0$, $\sigma$ has exactly one maximum, at $\tau=\Delta/x_0$, where $(x_0-1)e^{x_0}=3$ and $3/2<x_0<5/3$.

## Use in spin-Hamiltonian codes

For an isolated, isotropic pair with equal $g$ factors in the weak-field limit, the closed form times the constant factor is a reference value for a code that computes shifts by diagonalisation or matrix exponentiation. In the same model, the interval brackets the root for a solver, and the temperature of the maximum gives a starting value $\Delta=x_0kT$ for a fit. A code that writes $H=-2J\,\mathbf S_1\cdot\mathbf S_2$ must set $\Delta=-2J$.

## From the singlet projector to the peak

Let $P$ project onto the singlet $(\uparrow\downarrow-\downarrow\uparrow)/\sqrt2$. Since $\mathbf S_1\cdot\mathbf S_2$ is $1/4$ on the triplet and $-3/4$ on the singlet, it equals $1/4-P$. As $P^k=P$ for $k\ge1$, the exponential series gives $e^{tP}=1+(e^t-1)P$, and hence

$$e^{-\beta H}=e^{-\beta\Delta/4}\left[1+(e^{\beta\Delta}-1)P\right].$$

Write $A=S_{1z}(S_{1z}+S_{2z})$. Then $\operatorname{tr}A=1$, because $S_{1z}^2=1/4$ and $S_{1z}S_{2z}$ is traceless. The total spin annihilates the singlet, so $\operatorname{tr}AP=0$. With $\operatorname{tr}1=4$ and $\operatorname{tr}P=1$, the average is $1/(4+e^{\beta\Delta}-1)$, as stated.

Put $x=\Delta/\tau$ and $f(x)=x/(3+e^x)$, so that $\sigma=f(x)/\Delta$. Setting $f'(x)=0$ gives $(x-1)e^x=3$. At a solution $x_0$, $3+e^{x_0}=x_0e^{x_0}$, so $f(x_0)=e^{-x_0}=(x_0-1)/3$. For $x\ne x_0$ the exponential lies strictly above its tangent:

$$e^x>e^{x_0}(x-x_0+1)=xe^{x_0}-3.$$

Multiplying $3+e^x>xe^{x_0}$ by $x_0-1>0$ gives $(x_0-1)(3+e^x)>3x$, which is $f(x)<f(x_0)$.

A solution exists by continuity. From $e^3<27<36$ we get $\tfrac12e^{3/2}<3$, and from $e^5>(5/2)^5>(9/2)^3$ we get $\tfrac23e^{5/3}>3$.

## The Lean file

```lean
import Mathlib

open Matrix
open scoped Kronecker

namespace ParamagneticShift

noncomputable section

/-- Operators on the state space of two spins 1/2. -/
abbrev TwoSpin := Matrix (Fin 2 × Fin 2) (Fin 2 × Fin 2) ℂ

/-- The spin-1/2 matrix `Sx`, in units of ħ. -/
def Sx : Matrix (Fin 2) (Fin 2) ℂ := !![0, 1 / 2; 1 / 2, 0]

/-- The spin-1/2 matrix `Sy`, in units of ħ. -/
def Sy : Matrix (Fin 2) (Fin 2) ℂ := !![0, -Complex.I / 2; Complex.I / 2, 0]

/-- The spin-1/2 matrix `Sz`, in units of ħ. -/
def Sz : Matrix (Fin 2) (Fin 2) ℂ := !![1 / 2, 0; 0, -1 / 2]

/-- The scalar product `S₁·S₂` of the two spins. -/
def spinDot : TwoSpin := Sx ⊗ₖ Sx + Sy ⊗ₖ Sy + Sz ⊗ₖ Sz

/-- The exchange Hamiltonian `H = Δ S₁·S₂`. -/
def hamiltonian (Δ : ℝ) : TwoSpin := (Δ : ℂ) • spinDot

/-- The operator `S₁z (S₁z + S₂z)`: the spin at one site times the total spin, along the field. -/
def siteTotal : TwoSpin := (Sz ⊗ₖ 1) * (Sz ⊗ₖ 1 + 1 ⊗ₖ Sz)

/-- The thermal average of `S₁z (S₁z + S₂z)` at inverse temperature `β`. -/
def thermalCorr (Δ β : ℝ) : ℂ :=
  (siteTotal * NormedSpace.exp (-(β : ℂ) • hamiltonian Δ)).trace /
    (NormedSpace.exp (-(β : ℂ) • hamiltonian Δ)).trace

/-- The paramagnetic shift, up to a constant factor, at thermal energy `τ = kT > 0`:
the thermal average of `S₁z (S₁z + S₂z)` divided by `τ`. -/
def paraShift (Δ τ : ℝ) : ℝ := (thermalCorr Δ (1 / τ)).re / τ

/-- The shift function `x / (3 + exp x)` of the reduced coupling `x = Δ/kT`. -/
def reducedShift (x : ℝ) : ℝ := x / (3 + Real.exp x)

/-- The amplitudes of the antisymmetric state `↑↓ - ↓↑`, not normalised. -/
def antisym : Matrix (Fin 2) (Fin 2) ℂ := !![0, 1; -1, 0]

/-- The projector onto the singlet state of the two spins. -/
def singletProj : TwoSpin :=
  Matrix.of fun p q => antisym p.1 p.2 * antisym q.1 q.2 / 2

/-- The scalar product of two spins 1/2 is `1/4` minus the singlet projector. -/
theorem spinDot_eq : spinDot = (1 / 4 : ℂ) • (1 : TwoSpin) - singletProj := by
  ext ⟨i, j⟩ ⟨k, l⟩
  fin_cases i <;> fin_cases j <;> fin_cases k <;> fin_cases l <;>
    simp [spinDot, singletProj, antisym, Sx, Sy, Sz] <;>
    ring_nf <;> norm_num [Complex.I_sq]

/-- The singlet projector is idempotent. -/
theorem singletProj_sq : singletProj * singletProj = singletProj := by
  ext ⟨i, j⟩ ⟨k, l⟩
  simp only [singletProj, Matrix.mul_apply, Matrix.of_apply, Fintype.sum_prod_type,
    Fin.sum_univ_two]
  simp [antisym]
  ring

/-- The exponential of a multiple of an idempotent matrix `P` is
`exp (t P) = 1 + (exp t - 1) P`. -/
theorem exp_smul_idempotent {n : Type*} [Fintype n] [DecidableEq n]
    (P : Matrix n n ℂ) (hP : P * P = P) (t : ℂ) :
    NormedSpace.exp (t • P) = 1 + (Complex.exp t - 1) • P := by
  have hs : HasSum (fun k : ℕ => t ^ k / (k.factorial : ℂ)) (Complex.exp t) := by
    rw [Complex.exp_eq_exp_ℂ]
    exact NormedSpace.expSeries_div_hasSum_exp t
  -- every power of P is P, except the zeroth, which is corrected by 1 - P
  have h := (hs.smul_const P).add (hasSum_ite_eq (0 : ℕ) (1 - P))
  have hpow : ∀ k : ℕ, P ^ (k + 1) = P := by
    intro k
    induction k with
    | zero => simp
    | succ k ih => rw [pow_succ, ih, hP]
  rw [NormedSpace.exp_eq_tsum ℂ]
  have hterm : (fun k : ℕ => ((k.factorial : ℂ)⁻¹) • (t • P) ^ k) =
      fun k : ℕ => (t ^ k / (k.factorial : ℂ)) • P + if k = 0 then 1 - P else 0 := by
    funext k
    cases k with
    | zero => simp
    | succ k =>
      rw [smul_pow, hpow, smul_smul, if_neg (Nat.succ_ne_zero k), add_zero, div_eq_inv_mul]
  change (∑' k : ℕ, ((k.factorial : ℂ)⁻¹) • (t • P) ^ k) = _
  rw [hterm, h.tsum_eq]
  module

/-- The Boltzmann operator of the exchange-coupled pair, in terms of the singlet projector. -/
theorem boltzmann_eq (Δ β : ℝ) :
    NormedSpace.exp (-(β : ℂ) • hamiltonian Δ) =
      Complex.exp (-(β * Δ / 4)) •
        ((1 : TwoSpin) + (Complex.exp (β * Δ) - 1) • singletProj) := by
  have hsplit : -(β : ℂ) • hamiltonian Δ =
      (-(β * Δ / 4) : ℂ) • (1 : TwoSpin) + (β * Δ : ℂ) • singletProj := by
    rw [hamiltonian, spinDot_eq]
    module
  have hcomm : Commute ((-(β * Δ / 4) : ℂ) • (1 : TwoSpin)) ((β * Δ : ℂ) • singletProj) :=
    ((Commute.one_left singletProj).smul_left _).smul_right _
  have hone : ∀ c : ℂ, (1 : TwoSpin) + (c - 1) • (1 : TwoSpin) = c • (1 : TwoSpin) := by
    intro c
    module
  rw [hsplit, Matrix.exp_add_of_commute _ _ hcomm, exp_smul_idempotent 1 (one_mul 1),
    exp_smul_idempotent singletProj singletProj_sq, hone, smul_mul_assoc, one_mul]

/-- The thermal average of `S₁z (S₁z + S₂z)` for `H = Δ S₁·S₂` is `1 / (3 + exp (βΔ))`. -/
theorem thermalCorr_eq (Δ β : ℝ) :
    thermalCorr Δ β = ((1 / (3 + Real.exp (β * Δ)) : ℝ) : ℂ) := by
  -- the four traces; the total spin annihilates the singlet
  have h1 : siteTotal.trace = 1 := by
    simp [siteTotal, Sz, Matrix.trace, Matrix.mul_apply, Fintype.sum_prod_type,
      Fin.sum_univ_two, Matrix.one_apply]
    norm_num
  have h2 : (siteTotal * singletProj).trace = 0 := by
    simp [siteTotal, singletProj, antisym, Sz, Matrix.trace, Matrix.mul_apply,
      Fintype.sum_prod_type, Fin.sum_univ_two, Matrix.one_apply]
    norm_num
  have h3 : (1 : TwoSpin).trace = 4 := by
    rw [Matrix.trace_one]
    norm_num
  have h4 : singletProj.trace = 1 := by
    simp [singletProj, antisym, Matrix.trace, Fintype.sum_prod_type,
      Fin.sum_univ_two]
    norm_num
  rw [thermalCorr, boltzmann_eq, Matrix.mul_smul, Matrix.mul_add, Matrix.mul_one,
    Matrix.mul_smul]
  simp only [Matrix.trace_smul, Matrix.trace_add, h1, h2, h3, h4, smul_eq_mul]
  rw [mul_div_mul_left _ _ (Complex.exp_ne_zero _)]
  push_cast
  congr 1 <;> ring

/-- At a solution of `(x₀ - 1) exp x₀ = 3` the shift function has the value `(x₀ - 1)/3`. -/
theorem reducedShift_peak {x₀ : ℝ} (h : (x₀ - 1) * Real.exp x₀ = 3) :
    reducedShift x₀ = (x₀ - 1) / 3 := by
  have hE := Real.exp_pos x₀
  rw [reducedShift, div_eq_iff (by positivity)]
  linear_combination (-1 / 3) * h

/-- If `(x₀ - 1) exp x₀ = 3`, the shift function is strictly smaller at every other real `x`
than at `x₀`. -/
theorem reducedShift_lt {x₀ x : ℝ} (h : (x₀ - 1) * Real.exp x₀ = 3) (hx : x ≠ x₀) :
    reducedShift x < reducedShift x₀ := by
  have hE := Real.exp_pos x₀
  have hE' := Real.exp_pos x
  have h1 : 0 < x₀ - 1 := by
    by_contra hn
    nlinarith [mul_nonneg (sub_nonneg.2 (not_lt.1 hn)) hE.le]
  -- the exponential lies strictly above its tangent at x₀
  have ht : Real.exp x₀ * (x - x₀ + 1) < Real.exp x := by
    have h2 := mul_lt_mul_of_pos_left (Real.add_one_lt_exp (sub_ne_zero.2 hx)) hE
    rwa [← Real.exp_add, add_sub_cancel] at h2
  have h3 : x * Real.exp x₀ < 3 + Real.exp x := by linarith
  have h4 := mul_lt_mul_of_pos_left h3 h1
  have h5 : (x₀ - 1) * (x * Real.exp x₀) = 3 * x := by linear_combination x * h
  rw [reducedShift_peak h, reducedShift, div_lt_iff₀ (by positivity)]
  linarith

/-- The equation `(x - 1) exp x = 3` has a solution between `3/2` and `5/3`. -/
theorem exists_root : ∃ x₀ ∈ Set.Ioo (3 / 2 : ℝ) (5 / 3), (x₀ - 1) * Real.exp x₀ = 3 := by
  have hlo : Real.exp (3 / 2) < 6 := by
    have h : Real.exp (3 / 2) ^ 2 = Real.exp 1 ^ 3 := by
      rw [← Real.exp_nat_mul, ← Real.exp_nat_mul]
      norm_num
    have h3 : Real.exp 1 ^ 3 < 3 ^ 3 := by
      have := Real.exp_one_lt_d9
      gcongr
      linarith
    nlinarith [Real.exp_pos (3 / 2)]
  have hhi : 9 / 2 < Real.exp (5 / 3) := by
    have h : Real.exp (5 / 3) ^ 3 = Real.exp 1 ^ 5 := by
      rw [← Real.exp_nat_mul, ← Real.exp_nat_mul]
      norm_num
    have h5 : (5 / 2 : ℝ) ^ 5 < Real.exp 1 ^ 5 := by
      have := Real.exp_one_gt_d9
      gcongr
      linarith
    refine lt_of_pow_lt_pow_left₀ 3 (Real.exp_pos _).le ?_
    rw [h]
    exact lt_trans (by norm_num) h5
  have hc : ContinuousOn (fun x : ℝ => (x - 1) * Real.exp x) (Set.Icc (3 / 2) (5 / 3)) := by
    fun_prop
  exact intermediate_value_Ioo (by norm_num) hc ⟨by linarith, by linarith⟩

/-- For `Δ, τ > 0` the paramagnetic shift is the shift function at `x = Δ/τ`, divided by `Δ`. -/
theorem paraShift_eq {Δ τ : ℝ} (hΔ : 0 < Δ) (hτ : 0 < τ) :
    paraShift Δ τ = reducedShift (Δ / τ) / Δ := by
  have hE : 0 < 3 + Real.exp (Δ / τ) := by positivity
  rw [paraShift, thermalCorr_eq, Complex.ofReal_re, reducedShift,
    show 1 / τ * Δ = Δ / τ by ring]
  generalize 3 + Real.exp (Δ / τ) = E at hE
  field_simp

/-- There is a number `x₀` between `3/2` and `5/3` with `(x₀ - 1) exp x₀ = 3` such that, for
every coupling `Δ > 0`, the paramagnetic shift is strictly largest at `kT = Δ/x₀`. -/
theorem paraShift_unique_maximum :
    ∃ x₀ ∈ Set.Ioo (3 / 2 : ℝ) (5 / 3), (x₀ - 1) * Real.exp x₀ = 3 ∧
      ∀ Δ > 0, ∀ τ > 0, τ ≠ Δ / x₀ → paraShift Δ τ < paraShift Δ (Δ / x₀) := by
  obtain ⟨x₀, hx, h⟩ := exists_root
  refine ⟨x₀, hx, h, fun Δ hΔ τ hτ hne => ?_⟩
  have h0 : 0 < x₀ := by linarith [hx.1]
  have hne' : Δ / τ ≠ x₀ := by
    intro he
    apply hne
    rw [← he, div_div_cancel₀ hΔ.ne']
  rw [paraShift_eq hΔ hτ, paraShift_eq hΔ (div_pos hΔ h0), div_div_cancel₀ hΔ.ne']
  exact div_lt_div_of_pos_right (reducedShift_lt h hne') hΔ

end

end ParamagneticShift
```

```lean
#print axioms ParamagneticShift.paraShift_unique_maximum
```

```
'ParamagneticShift.paraShift_unique_maximum' depends on axioms: [propext, Classical.choice, Quot.sound]
```

## Scope of the theorems and structure of the proof

`TwoSpin` is the type of complex matrices indexed by pairs of spin states, `⊗ₖ` is the Kronecker product, and `NormedSpace.exp` is the matrix exponential itself. `thermalCorr_eq` holds for all real `Δ` and `β`. It also shows that the average is real, so the real part taken in `paraShift` loses nothing.

In `paraShift_unique_maximum`, `x₀` is chosen before `Δ`, so one number serves every positive coupling. The condition `Δ > 0` can't be relaxed to $\Delta\ge0$: at $\Delta=0$ the shift is $1/(4\tau)$, which has no maximum.

The first-order field response enters through the definition of `paraShift` and is not derived. Anisotropic $g$ factors, pseudocontact shifts and rounding errors lie outside the model.

`spinDot_eq` checks the projector identity entry by entry, with `antisym` unnormalised and the factor 1/2 placed in `singletProj`. `exp_smul_idempotent` sums the series with every power replaced by `P` and corrects the zeroth term by `1 - P`. `boltzmann_eq` splits the exponential into commuting factors. In `thermalCorr_eq`, `h1` to `h4` are the four traces, and `mul_div_mul_left` cancels the common prefactor.

`reducedShift_peak` gives the peak value, and `reducedShift_lt` is the tangent argument, based on `Real.add_one_lt_exp`. `exists_root` applies the intermediate value theorem to the two bounds. `paraShift_eq` then carries the maximum from $x$ to $\tau$.
